# Reversing a weak potential in a finite matrix model: equal Born scattering, then an interference term

**Q:** An electron in a doped semiconductor passes a charged impurity. A donor attracts it, an acceptor repels it. If the two potentials differ only in sign, the first Born approximation gives both the same scattering rate. At what order can the sign show up, and does a theorem about matrices capture that?

**A:** Take finitely many electron states and one fixed energy. Let V be the matrix of the potential, G the propagator between collisions, and s a real coupling, so that s and −s are the two impurities. The transition matrix is

T(s) = s V D(s)⁻¹, with D(s) = 1 − s G V.

The strength of scattering from state b to state a is |T(s)_ab|². First, det D(s) is continuous in s and equals 1 at s = 0, so D(s) is invertible for small s. Its inverse R(s), the adjugate over the determinant, tends to 1. From D R = 1 we get R = 1 + s G V R, hence

T = s V R = s V + s V G T.

Put W(s) = V G V R(s), which tends to V G V. Since V G T = s W,

T(s)_ab = s (V_ab + s W(s)_ab).

Now take the squared modulus, dropping the indices on the right:

|T(s)_ab|² = s² |V|² + 2 s³ Re(conj(V) W(s)) + s⁴ |W(s)|²

|T(−s)_ab|² = s² |V|² − 2 s³ Re(conj(V) W(−s)) + s⁴ |W(−s)|²

Dividing the first line by s² gives the limit |V_ab|², whatever the sign of s. Subtracting the lines and dividing by s³ leaves

2 Re(conj(V) (W(s) + W(−s))) + s (|W(s)|² − |W(−s)|²) → 4 Re(conj(V_ab) (V G V)_ab).

The sign enters at third order at the earliest, through interference between single and double scattering.

**Q:** What are V and G in the formal version?

**A:** Arbitrary complex square matrices over a finite index type `n`.

```lean
import Mathlib

open Filter Topology ComplexConjugate

namespace AttractiveRepulsiveScattering

noncomputable section

variable {n : Type*} [Fintype n] [DecidableEq n]
```

`denom` is D(s), with the real `s` read as a complex number.

```lean
/-- The matrix `1 - s G V`, whose inverse sums the repeated scattering events when `s` is small
enough. -/
def denom (V G : Matrix n n ℂ) (s : ℝ) : Matrix n n ℂ :=
  1 - (s : ℂ) • (G * V)
```

`tMatrix` is T(s), with the coupling written outside V.

```lean
/-- The transition matrix `T(s) = s V (1 - s G V)⁻¹` of the potential `s V` with propagator `G`,
meant for those `s` at which `1 - s G V` is invertible. -/
def tMatrix (V G : Matrix n n ℂ) (s : ℝ) : Matrix n n ℂ :=
  (s : ℂ) • (V * (denom V G s)⁻¹)
```

`rescattering` is W(s), which contains every process with two or more collisions.

```lean
/-- The rescattering matrix `V G V (1 - s G V)⁻¹`, meant for those `s` at which
`1 - s G V` is invertible. -/
def rescattering (V G : Matrix n n ℂ) (s : ℝ) : Matrix n n ℂ :=
  V * G * V * (denom V G s)⁻¹
```

**Q:** So V need not be Hermitian, and G need not come from a Hamiltonian?

**A:** Neither is required, so the physical case is included: a Hermitian V and a G = (E − H₀ + iη)⁻¹ with fixed η > 0. What the model leaves out is the continuum, the limit η → 0, and any dependence of G on s. "Attractive" and "repulsive" appear only as opposite signs of the same V.

**Q:** Lean assigns an inverse even to a singular matrix. What does "T exists" mean, then?

**A:** It means that D(s) is a unit, that is, truly invertible. Continuity of D comes first.

```lean
theorem continuous_denom (V G : Matrix n n ℂ) : Continuous (denom V G) :=
  continuous_const.sub (Complex.continuous_ofReal.smul continuous_const)
```

The quantifier `∀ᶠ s in 𝓝 (0 : ℝ)` says "for all s in some neighbourhood of 0". The proof is the determinant argument: `eventually_ne` keeps the determinant away from zero near s = 0.

```lean
/-- For all sufficiently small real couplings `s` the matrix `1 - s G V` is invertible,
so the transition matrix exists. -/
theorem tMatrix_exists (V G : Matrix n n ℂ) : ∀ᶠ s in 𝓝 (0 : ℝ), IsUnit (denom V G s) := by
  have h0 : (denom V G 0).det ≠ 0 := by simp [denom]
  filter_upwards [(continuous_denom V G).matrix_det.continuousAt.eventually_ne h0] with s hs
  exact (Matrix.isUnit_iff_isUnit_det _).2 (isUnit_iff_ne_zero.2 hs)
```

The next lemma is W(s)_ab → (V G V)_ab. Inside it, `e` is the adjugate formula and `hR` is R(s) → 1.

```lean
/-- As the coupling vanishes, each entry of the rescattering matrix tends to the
second-order amplitude `(V G V)_ab`. -/
theorem rescattering_tendsto (V G : Matrix n n ℂ) (a b : n) :
    Tendsto (fun s => rescattering V G s a b) (𝓝 0) (𝓝 ((V * G * V) a b)) := by
  have h1 : denom V G 0 = 1 := by simp [denom]
  have h0 : (denom V G 0).det ≠ 0 := by simp [h1]
  -- the inverse is the adjugate over the determinant, both continuous
  have e : ∀ s, (denom V G s)⁻¹ = ((denom V G s).det)⁻¹ • (denom V G s).adjugate :=
    fun s => by rw [Matrix.inv_def, Ring.inverse_eq_inv']
  have ht : Tendsto (fun s => ((denom V G s).det)⁻¹ • (denom V G s).adjugate) (𝓝 0)
      (𝓝 (((denom V G 0).det)⁻¹ • (denom V G 0).adjugate)) :=
    (((continuous_denom V G).matrix_det.continuousAt.inv₀ h0).smul
    (continuous_denom V G).matrix_adjugate.continuousAt).tendsto
  have hR : Tendsto (fun s => (denom V G s)⁻¹) (𝓝 0) (𝓝 1) := by
    simp only [h1, Matrix.det_one, inv_one, Matrix.adjugate_one, one_smul] at ht
    exact ht.congr fun s => (e s).symm
  have h := (tendsto_const_nhds (x := V * G * V)).mul hR
  rw [mul_one] at h
  exact (((continuous_id (X := Matrix n n ℂ)).matrix_elem a b).tendsto _).comp h
```

**Q:** Where is the scattering equation? I would not want it put in by definition.

**A:** It is derived from the closed form of T. The proof names the inverse `R`, obtains R = 1 + s G V R as `hR`, and substitutes it once.

```lean
/-- Where `1 - s G V` is invertible, the transition matrix solves the Lippmann–Schwinger
equation `T = s V + s V G T`. -/
theorem lippmann_schwinger (V G : Matrix n n ℂ) {s : ℝ} (hs : IsUnit (denom V G s)) :
    tMatrix V G s = (s : ℂ) • V + (s : ℂ) • (V * G * tMatrix V G s) := by
  have h := Matrix.mul_nonsing_inv _ ((Matrix.isUnit_iff_isUnit_det _).1 hs)
  unfold tMatrix
  generalize (denom V G s)⁻¹ = R at h ⊢
  rw [denom, Matrix.sub_mul, Matrix.one_mul, Matrix.smul_mul] at h
  have hR : R = 1 + (s : ℂ) • (G * V * R) := sub_eq_iff_eq_add.1 h
  calc (s : ℂ) • (V * R) = (s : ℂ) • (V * (1 + (s : ℂ) • (G * V * R))) := by rw [← hR]
    _ = (s : ℂ) • V + (s : ℂ) • (V * G * ((s : ℂ) • (V * R))) := by
      simp only [Matrix.mul_add, Matrix.mul_one, smul_add, Matrix.mul_smul, Matrix.mul_assoc]
```

Reading off one entry gives the split into the first Born term and the remainder. It is an identity at every s where D(s) is invertible, with no truncation.

```lean
/-- Where `1 - s G V` is invertible, each amplitude is exactly the first Born term `s V_ab`
plus `s²` times the rescattering amplitude. -/
theorem born_expansion (V G : Matrix n n ℂ) {s : ℝ} (hs : IsUnit (denom V G s)) (a b : n) :
    tMatrix V G s a b = (s : ℂ) * (V a b + (s : ℂ) * rescattering V G s a b) := by
  have h := congrArg (fun M => M a b) (lippmann_schwinger V G hs)
  have e : V * G * tMatrix V G s = (s : ℂ) • rescattering V G s := by
    simp only [tMatrix, rescattering, Matrix.mul_smul, Matrix.mul_assoc]
  rw [e] at h
  simp only [Matrix.add_apply, Matrix.smul_apply, smul_eq_mul] at h
  linear_combination h
```

**Q:** Now the sign-blind part.

**A:** The filter `𝓝[≠] 0` lets s approach 0 from both sides without reaching it, so one limit serves both impurities. The proof first finds the limit of |V_ab + s W(s)_ab|², then uses `congr'` to identify that expression with the quotient for small nonzero s.

```lean
/-- Born limit: as `s → 0` from either side, `|T(s)_ab|² / s²` tends to `|V_ab|²`. -/
theorem born_limit (V G : Matrix n n ℂ) (a b : n) :
    Tendsto (fun s : ℝ => ‖tMatrix V G s a b‖ ^ 2 / s ^ 2) (𝓝[≠] 0) (𝓝 (‖V a b‖ ^ 2)) := by
  have hs0 : Tendsto (fun s : ℝ => (s : ℂ)) (𝓝 0) (𝓝 0) :=
    Complex.continuous_ofReal.tendsto' 0 0 Complex.ofReal_zero
  have h := ((tendsto_const_nhds (x := V a b)).add
    (hs0.mul (rescattering_tendsto V G a b))).norm.pow 2
  simp only [zero_mul, add_zero] at h
  refine (h.mono_left nhdsWithin_le_nhds).congr' ?_
  filter_upwards [(tMatrix_exists V G).filter_mono nhdsWithin_le_nhds,
    self_mem_nhdsWithin] with s hu hs
  have hs' : s ≠ 0 := hs
  rw [born_expansion V G hu, norm_mul, mul_pow, Complex.norm_real, Real.norm_eq_abs, sq_abs]
  exact (mul_div_cancel_left₀ _ (pow_ne_zero 2 hs')).symm
```

**Q:** And the difference?

**A:** Here invertibility is needed at s and at −s, which are `hu` and `hu'`. The limit `h` is built from the last expression of the derivation. After both expansions are inserted, `simp only` passes to real and imaginary parts and `ring` does the cancellation of even powers.

```lean
/-- The difference `|T(s)_ab|² - |T(-s)_ab|²`, divided by `s³`, tends to four times the interference
term `Re (conj V_ab (V G V)_ab)` as `s → 0`. -/
theorem sign_asymmetry (V G : Matrix n n ℂ) (a b : n) :
    Tendsto (fun s : ℝ => (‖tMatrix V G s a b‖ ^ 2 - ‖tMatrix V G (-s) a b‖ ^ 2) / s ^ 3)
      (𝓝[≠] 0) (𝓝 (4 * (conj (V a b) * (V * G * V) a b).re)) := by
  have hneg : Tendsto (fun s : ℝ => -s) (𝓝 0) (𝓝 0) := continuous_neg.tendsto' 0 0 neg_zero
  have hw := rescattering_tendsto V G a b
  have hw' := hw.comp hneg
  have hre := (Complex.continuous_re.tendsto _).comp
    ((tendsto_const_nhds (x := conj (V a b))).mul (hw.add hw'))
  have h := (hre.const_mul 2).add
    ((tendsto_id (x := 𝓝 (0 : ℝ))).mul ((hw.norm.pow 2).sub (hw'.norm.pow 2)))
  have e : 2 * (conj (V a b) * ((V * G * V) a b + (V * G * V) a b)).re
      + 0 * (‖(V * G * V) a b‖ ^ 2 - ‖(V * G * V) a b‖ ^ 2)
      = 4 * (conj (V a b) * (V * G * V) a b).re := by
    simp only [Complex.mul_re, Complex.add_re, Complex.add_im]
    ring
  rw [e] at h
  refine (h.mono_left nhdsWithin_le_nhds).congr' ?_
  filter_upwards [(tMatrix_exists V G).filter_mono nhdsWithin_le_nhds,
    (hneg.eventually (tMatrix_exists V G)).filter_mono nhdsWithin_le_nhds,
    self_mem_nhdsWithin] with s hu hu' hs
  have hs' : s ≠ 0 := hs
  -- the even powers of `s` cancel between the two signs
  rw [born_expansion V G hu, born_expansion V G hu', eq_div_iff (pow_ne_zero 3 hs')]
  simp only [Function.comp_apply, id_eq, Complex.sq_norm, Complex.normSq_apply, Complex.mul_re,
    Complex.mul_im, Complex.add_re, Complex.add_im, Complex.ofReal_re, Complex.ofReal_im,
    Complex.conj_re, Complex.conj_im]
  ring
```

**Q:** A limit of a quotient does not yet tell me which impurity scatters more.

**A:** It does when the limit is positive: the quotient is then positive for small s > 0, and multiplying by s³ gives a strict inequality. If the interference term is negative, apply the theorem to −V and the order reverses.

```lean
/-- If the interference term `Re (conj V_ab (V G V)_ab)` is positive, then for all small `s > 0`
the potential `s V` scatters from `b` to `a` more strongly than `-s V`. -/
theorem stronger_sign (V G : Matrix n n ℂ) (a b : n)
    (h : 0 < (conj (V a b) * (V * G * V) a b).re) :
    ∀ᶠ s in 𝓝[>] (0 : ℝ), ‖tMatrix V G (-s) a b‖ < ‖tMatrix V G s a b‖ := by
  have hl := (sign_asymmetry V G a b).mono_left
    (nhdsWithin_mono 0 (fun x hx => (Set.mem_Ioi.1 hx).ne'))
  filter_upwards [hl.eventually (lt_mem_nhds (mul_pos four_pos h)),
    self_mem_nhdsWithin] with s hd hs
  have h3 : 0 < s ^ 3 := pow_pos (Set.mem_Ioi.1 hs) 3
  have hm := mul_pos hd h3
  rw [div_mul_cancel₀ _ h3.ne'] at hm
  exact lt_of_pow_lt_pow_left₀ 2 (norm_nonneg _) (by linarith)
```

**Q:** Can I see the term in a simple case?

**A:** A contact potential at the origin couples all plane waves equally. With the common value absorbed into s, every V_ab is 1, and (V G V)_ab is the sum of all entries of G. The proof puts this into the general limit.

```lean
/-- For a contact potential, with all matrix elements equal to one, the limit of
`(|T(s)_ab|² - |T(-s)_ab|²) / s³` as `s → 0` is four times the real part of the sum of all entries
of the propagator. -/
theorem contact_asymmetry (G : Matrix n n ℂ) (a b : n) :
    Tendsto (fun s : ℝ => (‖tMatrix (Matrix.of fun _ _ => 1) G s a b‖ ^ 2
      - ‖tMatrix (Matrix.of fun _ _ => 1) G (-s) a b‖ ^ 2) / s ^ 3)
      (𝓝[≠] 0) (𝓝 (4 * (∑ j, ∑ i, G i j).re)) := by
  have h := sign_asymmetry (Matrix.of fun _ _ => 1) G a b
  have e : conj ((Matrix.of fun _ _ => 1 : Matrix n n ℂ) a b) *
      ((Matrix.of fun _ _ => 1) * G * (Matrix.of fun _ _ => 1) : Matrix n n ℂ) a b
      = ∑ j, ∑ i, G i j := by
    simp only [Matrix.mul_apply, Matrix.of_apply, map_one, one_mul, mul_one]
  rwa [e] at h
```

**Q:** Is there a case where the sign never matters?

**A:** Yes, if V is real and G purely imaginary, entry by entry. One example comes from a propagator G = (E − H₀ + iη)⁻¹ that is diagonal in the chosen basis, when its real part, which describes virtual transitions, is discarded. What remains conserves energy up to a width of order η. Complex conjugation, `φ` in the proof, then turns D(s) into D(−s), so T(−s) = −conj(T(s)). The magnitudes agree at every s where T(s) exists, small or not.

```lean
/-- For a real potential matrix and a purely imaginary propagator matrix, if `T(s)` exists then so
does `T(-s)`, and all their entries agree in magnitude. -/
theorem exact_sign_blindness (V G : Matrix n n ℂ) (hV : ∀ i j, conj (V i j) = V i j)
    (hG : ∀ i j, conj (G i j) = -G i j) {s : ℝ} (hs : IsUnit (denom V G s)) :
    IsUnit (denom V G (-s)) ∧ ∀ a b, ‖tMatrix V G (-s) a b‖ = ‖tMatrix V G s a b‖ := by
  -- entrywise complex conjugation is a ring homomorphism of matrices
  obtain ⟨φ, hφ⟩ : ∃ φ : Matrix n n ℂ →+* Matrix n n ℂ, ∀ M i j, φ M i j = conj (M i j) :=
    ⟨(starRingEnd ℂ).mapMatrix, fun _ _ _ => rfl⟩
  have hφV : φ V = V := by ext i j; rw [hφ, hV]
  have hφG : φ G = -G := by ext i j; rw [hφ, hG, Matrix.neg_apply]
  have hφs : ∀ M, φ ((s : ℂ) • M) = (s : ℂ) • φ M := by
    intro M
    ext i j
    simp [hφ]
  have hD : φ (denom V G s) = denom V G (-s) := by
    simp only [denom, map_sub, map_one, hφs, map_mul, hφV, hφG, Matrix.neg_mul, smul_neg,
      Complex.ofReal_neg, neg_smul]
  have hinv : denom V G (-s) * φ (denom V G s)⁻¹ = 1 := by
    rw [← hD, ← map_mul, Matrix.mul_nonsing_inv _ ((Matrix.isUnit_iff_isUnit_det _).1 hs),
      map_one]
  -- conjugation therefore turns `T(s)` into `-T(-s)`
  have hT : tMatrix V G (-s) = -φ (tMatrix V G s) := by
    simp only [tMatrix, Matrix.inv_eq_right_inv hinv, hφs, map_mul, hφV, Complex.ofReal_neg,
      neg_smul]
  refine ⟨by rw [← hD]; exact hs.map φ, fun a b => ?_⟩
  rw [hT, Matrix.neg_apply, norm_neg, hφ, RCLike.norm_conj]

end

end AttractiveRepulsiveScattering
```

```lean
#print axioms AttractiveRepulsiveScattering.born_limit
-- 'AttractiveRepulsiveScattering.born_limit' depends on axioms: [propext, Classical.choice, Quot.sound]
#print axioms AttractiveRepulsiveScattering.stronger_sign
-- 'AttractiveRepulsiveScattering.stronger_sign' depends on axioms: [propext, Classical.choice, Quot.sound]
#print axioms AttractiveRepulsiveScattering.contact_asymmetry
-- 'AttractiveRepulsiveScattering.contact_asymmetry' depends on axioms: [propext, Classical.choice, Quot.sound]
#print axioms AttractiveRepulsiveScattering.exact_sign_blindness
-- 'AttractiveRepulsiveScattering.exact_sign_blindness' depends on axioms: [propext, Classical.choice, Quot.sound]
```

**Q:** What if I keep V real but put no condition on G?

**A:** One state is enough to break it. With V = G = 1,

T(s) = s / (1 − s).

At s = 1/2 the magnitudes are |T(1/2)| = 1 and |T(−1/2)| = 1/3. Existence fails to carry over too: T(−1) exists, T(1) does not. This real G is the idealised case η = 0, at an energy away from the level. With G = 1/(1 + iη) and η > 0 the magnitudes at s = ±1/2 still differ, but existence is no longer at risk: for Hermitian V and G = (E − H₀ + iη)⁻¹, D(s) = G (E − H₀ − s V + iη) is always invertible.

**Q:** And for my donors and acceptors?

**A:** Within this finite, single-energy model of one electron and a fixed potential, scattering rates computed from |V_ab|² cannot tell them apart if their potentials differ only in sign. A calculation that should do so has to go beyond |V_ab|². The first correction that can differ is the interference between single and double scattering; where that vanishes, a difference can come only from higher orders.
